# Commutators of fermionic excitation operators and commuting cluster operators

Take two orthonormal spin orbitals, $0$ and $1$, with fermionic annihilators $a_p$ and creators $a_p^*$, and write $E_{pq}=a_p^*a_q$. Replacing $a_0a_0^*$ by $1-a_0^*a_0$, and $a_1a_1^*$ by $1-a_1^*a_1$, gives
$$E_{10}E_{01}=E_{11}-a_1^*a_0^*a_0a_1,\qquad E_{01}E_{10}=E_{00}-a_0^*a_1^*a_1a_0 .$$
The quartic terms are equal, since exchanging the two creators and the two annihilators costs two signs. Hence $[E_{10},E_{01}]=E_{11}-E_{00}$. The quartic parts cancel, and only the contractions of an annihilator with a creator of the same orbital survive. In general
$$[E_{pq},E_{rs}]=\delta_{qr}E_{ps}-\delta_{ps}E_{rq}.$$
In coupled-cluster theory this makes excitations from occupied to virtual orbitals commute, shown here for singles, for the algebra they generate and for $T_1+T_2$, as identities in a ring with no state space, reference determinant or exponential $e^T$.

## The objects

```lean
import Mathlib

open Finset

namespace ExcitationAlgebra

noncomputable section

/-- The Kronecker delta of two orbital labels, as an element of the operator ring. -/
def kron (R : Type*) [Ring R] {ι : Type*} [DecidableEq ι] (p q : ι) : R :=
  if p = q then 1 else 0

variable {R : Type*} [Ring R] [StarRing R] {ι : Type*} [DecidableEq ι]

/-- The canonical anticommutation relations for annihilators `a p`
and creators `star (a p)`. -/
structure IsCAR (a : ι → R) : Prop where
  anti : ∀ p q, a p * a q + a q * a p = 0
  mixed : ∀ p q, a p * star (a q) + star (a q) * a p = kron R p q
```

Operators live in a ring `R` with an involution `star`, the adjoint. Labels in `ι` are spin orbitals, `a p` annihilates and `star (a p)` creates. `IsCAR a` assumes $\{a_p,a_q\}=0$ (`anti`) and $\{a_p,a_q^*\}=\delta_{pq}$ (`mixed`); neither is derived from a Fock-space construction.

```lean
/-- The commutator `[x, y] = x y - y x`. -/
def bracket (x y : R) : R := x * y - y * x

/-- The one-electron excitation operator `E_pq = a_p* a_q`. -/
def E (a : ι → R) (p q : ι) : R := star (a p) * a q

/-- The two-electron excitation operator `a_b* a_c* a_j a_i`. -/
def D (a : ι → R) (b c i j : ι) : R := star (a b) * star (a c) * a j * a i
```

`E a p q` carries no spin summation. In `D a b c i j` $=a_b^*a_c^*a_ja_i$ the annihilators stand in the reverse order of the arguments.

```lean
/-- The one-body operator `∑ A_pq a_p* a_q` of an orbital matrix `A`. -/
def oneBody {K : Type*} [CommRing K] [Algebra K R] [Fintype ι] (a : ι → R)
    (A : Matrix ι ι K) : R :=
  ∑ p, ∑ q, A p q • E a p q

/-- The algebra generated by the single excitations from occupied to virtual orbitals. -/
def excitationAlgebra (K : Type*) [CommRing K] [Algebra K R] (a : ι → R)
    (occ virt : Set ι) : Subalgebra K R :=
  Algebra.adjoin K {x | ∃ b ∈ virt, ∃ i ∈ occ, x = E a b i}

/-- The singles cluster operator `T1 = ∑ t_bi a_b* a_i`. -/
def singles {K : Type*} [CommRing K] [Algebra K R] (a : ι → R) (occ virt : Finset ι)
    (t : ι → ι → K) : R :=
  ∑ b ∈ virt, ∑ i ∈ occ, t b i • E a b i

/-- The doubles cluster operator `T2 = ∑ t_bcij a_b* a_c* a_j a_i`,
with any numerical prefactor absorbed in the amplitudes. -/
def doubles {K : Type*} [CommRing K] [Algebra K R] (a : ι → R) (occ virt : Finset ι)
    (t : ι → ι → ι → ι → K) : R :=
  ∑ b ∈ virt, ∑ c ∈ virt, ∑ i ∈ occ, ∑ j ∈ occ, t b c i j • D a b c i j

/-- The singles-and-doubles cluster operator `T = T1 + T2`. -/
def cluster {K : Type*} [CommRing K] [Algebra K R] (a : ι → R) (occ virt : Finset ι)
    (t₁ : ι → ι → K) (t₂ : ι → ι → ι → ι → K) : R :=
  singles a occ virt t₁ + doubles a occ virt t₂
```

Coefficients lie in a commutative ring `K` over which `R` is an algebra. `oneBody a A` is $O(A)=\sum_{pq}A_{pq}E_{pq}$, and `excitationAlgebra` consists of all `K`-linear combinations of products of singles $E_{bi}$, the unit included. The amplitudes in `doubles` need no antisymmetry, and a prefactor such as $\tfrac14$ is absorbed in them.

```lean
/-- The Jordan-Wigner annihilators of two orbitals in the occupation basis
`00, 01, 10, 11`. -/
def jw : Fin 2 → Matrix (Fin 4) (Fin 4) ℤ :=
  ![!![0, 0, 1, 0; 0, 0, 0, 1; 0, 0, 0, 0; 0, 0, 0, 0],
    !![0, 1, 0, 0; 0, 0, 0, 0; 0, 0, 0, -1; 0, 0, 0, 0]]
```

`jw` realises the opening case. Of the counter-examples below, only the non-commuting pair $E_{10}$, $E_{01}$ in these matrices is a theorem; the others, like the remark on overlaps, are hand calculations without a Lean proof.

## The involution

Physically, `star` states that creation is the adjoint of annihilation. Only its algebraic rules enter; there is no norm or positivity. By hand they are used once: the adjoint of $a_qa_p+a_pa_q=0$ is $a_p^*a_q^*+a_q^*a_p^*=0$, because the adjoint is additive and reverses products. In `creation_anticomm` this is `congrArg star` followed by `star_add` and `star_mul`. Without the involution, anticommutation of creators has to be assumed separately, or the term $\{a_p^*,a_r^*\}a_q$ in the next step remains. The lemma `kron_mul_comm` lets a delta, being $0$ or $1$, move past any operator.

```lean
omit [StarRing R] in
/-- The Kronecker delta commutes with every operator. -/
theorem kron_mul_comm (p q : ι) (x : R) : kron R p q * x = x * kron R p q := by
  unfold kron
  split_ifs <;> simp

/-- Creation operators anticommute. -/
theorem creation_anticomm {a : ι → R} (h : IsCAR a) (p q : ι) :
    star (a p) * star (a q) + star (a q) * star (a p) = 0 := by
  -- adjoint of the relation between annihilators
  have h1 := congrArg star (h.anti q p)
  rwa [star_add, star_mul, star_mul, star_zero] at h1
```

## The two anticommutation relations

The relation `anti` expresses fermionic exchange, and the delta in `mixed` expresses orthonormal orbitals. By hand, $[xy,z]=x\{y,z\}-\{x,z\}y$ gives
$$[E_{pq},a_r^*]=a_p^*\{a_q,a_r^*\}-\{a_p^*,a_r^*\}a_q=\delta_{qr}a_p^*,$$
$$[E_{pq},a_s]=a_p^*\{a_q,a_s\}-\{a_p^*,a_s\}a_q=-\delta_{ps}a_q .$$
In both lemmas the first `calc` step is the ring identity, checked by `noncomm_ring` with no hypothesis. The second inserts `h.mixed q r` and `creation_anticomm h p r`, or `h.anti q s` and `h.mixed s p`. The latter produces $\delta_{sp}$, which `hsym` turns into $\delta_{ps}$.

```lean
/-- The commutator with a creator: `[a_p* a_q, a_r*] = δ_qr a_p*`. -/
theorem bracket_E_creation {a : ι → R} (h : IsCAR a) (p q r : ι) :
    bracket (E a p q) (star (a r)) = kron R q r * star (a p) := by
  -- [x y, z] = x {y, z} - {x, z} y
  calc bracket (E a p q) (star (a r))
      = star (a p) * (a q * star (a r) + star (a r) * a q)
        - (star (a p) * star (a r) + star (a r) * star (a p)) * a q := by
        simp only [bracket, E]
        noncomm_ring
    _ = star (a p) * kron R q r - 0 * a q := by
        rw [h.mixed q r, creation_anticomm h p r]
    _ = kron R q r * star (a p) := by
        rw [zero_mul, sub_zero, kron_mul_comm q r (star (a p))]

/-- The commutator with an annihilator: `[a_p* a_q, a_s] = -δ_ps a_q`. -/
theorem bracket_E_annihilation {a : ι → R} (h : IsCAR a) (p q s : ι) :
    bracket (E a p q) (a s) = -(kron R p s * a q) := by
  have hsym : kron R s p = kron R p s := by
    unfold kron
    by_cases hps : p = s
    · subst hps
      rfl
    · rw [if_neg hps, if_neg (Ne.symm hps)]
  calc bracket (E a p q) (a s)
      = star (a p) * (a q * a s + a s * a q)
        - (a s * star (a p) + star (a p) * a s) * a q := by
        simp only [bracket, E]
        noncomm_ring
    _ = star (a p) * 0 - kron R s p * a q := by
        rw [h.anti q s, h.mixed s p]
    _ = -(kron R p s * a q) := by
        rw [mul_zero, zero_sub, hsym]
```

The Leibniz rule $[X,yz]=[X,y]z+y[X,z]$ then yields
$$[E_{pq},a_r^*a_s]=\delta_{qr}a_p^*a_s-a_r^*\,\delta_{ps}a_q=\delta_{qr}E_{ps}-\delta_{ps}E_{rq},$$
and the three steps of `bracket_E_E` are the rule, the two lemmas and the shift of the delta. The theorem holds for all four labels, equal or not, in an orbital set of any size.

```lean
/-- The commutator of excitation operators:
`[a_p* a_q, a_r* a_s] = δ_qr a_p* a_s - δ_ps a_r* a_q`. -/
theorem bracket_E_E {a : ι → R} (h : IsCAR a) (p q r s : ι) :
    bracket (E a p q) (E a r s) = kron R q r * E a p s - kron R p s * E a r q := by
  -- Leibniz rule [x, y z] = [x, y] z + y [x, z]
  calc bracket (E a p q) (E a r s)
      = bracket (E a p q) (star (a r)) * a s + star (a r) * bracket (E a p q) (a s) := by
        simp only [bracket, E]
        noncomm_ring
    _ = kron R q r * star (a p) * a s + star (a r) * -(kron R p s * a q) := by
        rw [bracket_E_creation h, bracket_E_annihilation h]
    _ = kron R q r * E a p s - kron R p s * E a r q := by
        rw [mul_neg, ← mul_assoc (star (a r)), ← kron_mul_comm p s (star (a r))]
        simp only [E]
        noncomm_ring
```

Without `anti`, take $a_0=\sigma_x/\sqrt2$ and $a_1=\sigma_z/\sqrt2$. They satisfy `mixed`, but $E_{00}=\tfrac12$ commutes with $E_{01}$, whereas the formula requires $[E_{00},E_{01}]=E_{01}\neq0$. Without `mixed`, double both matrices of `jw`: `anti` survives, while $[E_{10},E_{01}]$ is multiplied by $16$ and $E_{11}-E_{00}$ by $4$. For non-orthogonal orbitals with $\{a_p,a_q^*\}=S_{pq}$, and scalar overlaps $S_{pq}$, the same steps give $[E_{pq},E_{rs}]=S_{qr}E_{ps}-S_{sp}E_{rq}$; the index order in $S_{sp}$ matters, since a complex overlap matrix is Hermitian rather than symmetric.

## Disjoint occupied and virtual sets

`Disjoint occ virt` says that no orbital is both a source and a target of excitation. The two sets need not exhaust the orbitals, and "occupied" is only a label, since no state appears. For $b,c$ virtual and $i,j$ occupied,
$$[E_{bi},E_{cj}]=\delta_{ic}E_{bj}-\delta_{bj}E_{ci}=0,$$
as each delta pairs an occupied with a virtual label. In `singles_commute`, `hd` gives `hic` and `hbj`, these give the vanishing deltas `k1` and `k2`, and `sub_eq_zero` converts a zero bracket into `Commute`, that is $xy=yx$. If both sets are $\{0,1\}$, the pair $E_{10}$, $E_{01}$ is admitted and does not commute.

```lean
/-- For disjoint occupied and virtual sets, the single excitations `a_b* a_i` and
`a_c* a_j` with `b, c` virtual and `i, j` occupied commute. -/
theorem singles_commute {a : ι → R} (h : IsCAR a) {occ virt : Set ι}
    (hd : Disjoint occ virt) {b c i j : ι} (hb : b ∈ virt) (hc : c ∈ virt)
    (hi : i ∈ occ) (hj : j ∈ occ) : Commute (E a b i) (E a c j) := by
  have hic : i ≠ c := by
    intro e
    subst e
    exact Set.disjoint_left.1 hd hi hc
  have hbj : b ≠ j := by
    intro e
    subst e
    exact Set.disjoint_left.1 hd hj hb
  -- both deltas pair an occupied with a virtual label
  have k1 : kron R i c = 0 := by
    unfold kron
    exact if_neg hic
  have k2 : kron R b j = 0 := by
    unfold kron
    exact if_neg hbj
  have h1 := bracket_E_E h b i c j
  rw [k1, k2, zero_mul, zero_mul, sub_zero] at h1
  unfold bracket at h1
  have h2 := sub_eq_zero.1 h1
  exact h2
```

## Finitely many orbitals and commuting coefficients

For a finite orbital set, bilinearity and the main identity give
$$[O(A),O(B)]=\sum_{pqrs}A_{pq}B_{rs}(\delta_{qr}E_{ps}-\delta_{ps}E_{rq})=\sum_{ps}(AB)_{ps}E_{ps}-\sum_{rq}(BA)_{rq}E_{rq},$$
which is $O(AB-BA)$. Finiteness corresponds to a finite basis set; infinite sums would need a notion of convergence that a bare ring lacks. That coefficients are numbers, commuting with operators, is used when `hL` and `hR` pull them out of the bracket. Then `hE` lets each delta remove one sum, `e1` and `e2` reorder sums, and `mul_comm` in `e2` turns $A_{pq}B_{rp}$ into $B_{rp}A_{pq}$, the summand of $(BA)_{rq}$. The matrices need not be Hermitian, and coefficients are never conjugated.

```lean
/-- The commutator of the one-body operators of `A` and `B` is the one-body operator
of the matrix commutator `A B - B A`. -/
theorem bracket_oneBody {K : Type*} [CommRing K] [Algebra K R] [Fintype ι] {a : ι → R}
    (h : IsCAR a) (A B : Matrix ι ι K) :
    bracket (oneBody a A) (oneBody a B) = oneBody a (A * B - B * A) := by
  -- bilinearity of the commutator
  have hL : ∀ y : R, bracket (oneBody a A) y = ∑ p, ∑ q, A p q • bracket (E a p q) y := by
    intro y
    simp only [oneBody, bracket, Finset.sum_mul, Finset.mul_sum, smul_mul_assoc,
      mul_smul_comm, smul_sub, Finset.sum_sub_distrib]
  have hR : ∀ x : R, bracket x (oneBody a B) = ∑ r, ∑ s, B r s • bracket x (E a r s) := by
    intro x
    simp only [oneBody, bracket, Finset.sum_mul, Finset.mul_sum, smul_mul_assoc,
      mul_smul_comm, smul_sub, Finset.sum_sub_distrib]
  -- the deltas remove one summation each
  have hE : ∀ p q, bracket (E a p q) (oneBody a B)
      = ∑ s, B q s • E a p s - ∑ r, B r p • E a r q := by
    intro p q
    have hterm : ∀ r s, B r s • (kron R q r * E a p s - kron R p s * E a r q)
        = (if q = r then B r s • E a p s else 0)
          - (if p = s then B r s • E a r q else 0) := by
      intro r s
      unfold kron
      split_ifs <;> simp [smul_sub]
    rw [hR]
    simp only [bracket_E_E h, hterm, Finset.sum_sub_distrib]
    congr 1
    · rw [Finset.sum_comm]
      simp
    · simp
  -- reorder the sums into matrix products
  have e1 : ∑ p, ∑ q, ∑ s, (A p q * B q s) • E a p s
      = ∑ p, ∑ s, ∑ q, (A p q * B q s) • E a p s :=
    Finset.sum_congr rfl fun p _ => Finset.sum_comm
  have e2 : ∑ p, ∑ q, ∑ r, (A p q * B r p) • E a r q
      = ∑ r, ∑ q, ∑ p, (B r p * A p q) • E a r q :=
    calc ∑ p, ∑ q, ∑ r, (A p q * B r p) • E a r q
        = ∑ q, ∑ p, ∑ r, (A p q * B r p) • E a r q := Finset.sum_comm
      _ = ∑ q, ∑ r, ∑ p, (A p q * B r p) • E a r q :=
          Finset.sum_congr rfl fun q _ => Finset.sum_comm
      _ = ∑ r, ∑ q, ∑ p, (A p q * B r p) • E a r q := Finset.sum_comm
      _ = ∑ r, ∑ q, ∑ p, (B r p * A p q) • E a r q :=
          Finset.sum_congr rfl fun r _ => Finset.sum_congr rfl fun q _ =>
            Finset.sum_congr rfl fun p _ => by rw [mul_comm (A p q) (B r p)]
  rw [hL]
  simp only [hE]
  simp only [oneBody, smul_sub, Finset.sum_sub_distrib, Matrix.sub_apply, sub_smul,
    Matrix.mul_apply, Finset.sum_smul, Finset.smul_sum, smul_smul]
  exact congrArg₂ (· - ·) e1 e2
```

## Disjointness and commuting coefficients together

Normal ordering uses `mixed` once and `anti` once:
$$a_p^*a_qa_r^*a_s=\delta_{qr}a_p^*a_s-a_p^*a_r^*a_qa_s=\delta_{qr}E_{ps}+a_p^*a_r^*a_sa_q .$$
`E_mul_E` inserts both anticommutators in one ring identity and then rewrites with `h.mixed q r` and `h.anti q s`.

```lean
/-- Normal ordering of a product of excitation operators:
`a_p* a_q a_r* a_s = δ_qr a_p* a_s + a_p* a_r* a_s a_q`. -/
theorem E_mul_E {a : ι → R} (h : IsCAR a) (p q r s : ι) :
    E a p q * E a r s = kron R q r * E a p s + D a p r q s := by
  calc E a p q * E a r s
      = star (a p) * (a q * star (a r) + star (a r) * a q) * a s
        - star (a p) * star (a r) * (a q * a s + a s * a q) + D a p r q s := by
        simp only [E, D]
        noncomm_ring
    _ = star (a p) * kron R q r * a s - star (a p) * star (a r) * 0 + D a p r q s := by
        rw [h.mixed q r, h.anti q s]
    _ = kron R q r * E a p s + D a p r q s := by
        rw [← kron_mul_comm q r (star (a p)), mul_zero, sub_zero]
        simp only [E, mul_assoc]
```

An operator $u$ that commutes with $v$ and $w$ commutes with $v+w$, with $vw$ and with every scalar. So whatever commutes with all singles commutes with the algebra they generate; this is `key`, an induction whose scalar case is `Algebra.commutes`. Applied with $u=E_{bi}$, it shows that each single commutes with $x$; applied with $u=x$, it gives $xy=yx$. Disjointness enters through `singles_commute`.

```lean
/-- For disjoint occupied and virtual sets, any two elements of the algebra generated by
the single excitations commute. -/
theorem excitationAlgebra_commute {K : Type*} [CommRing K] [Algebra K R] {a : ι → R}
    (h : IsCAR a) {occ virt : Set ι} (hd : Disjoint occ virt) {x y : R}
    (hx : x ∈ excitationAlgebra K a occ virt) (hy : y ∈ excitationAlgebra K a occ virt) :
    Commute x y := by
  -- what commutes with the generators commutes with the generated algebra
  have key : ∀ u v : R, v ∈ excitationAlgebra K a occ virt →
      (∀ b ∈ virt, ∀ i ∈ occ, Commute u (E a b i)) → Commute u v := by
    intro u v hv hu
    unfold excitationAlgebra at hv
    induction hv using Algebra.adjoin_induction with
    | mem w hw =>
      obtain ⟨b, hb, i, hi, rfl⟩ := hw
      exact hu b hb i hi
    | algebraMap r => exact (Algebra.commutes r u).symm
    | add v w _ _ hv hw => exact hv.add_right hw
    | mul v w _ _ hv hw => exact hv.mul_right hw
  exact key x y hy fun b hb i hi =>
    (key (E a b i) x hx fun c hc j hj => singles_commute h hd hb hc hi hj).symm
```

With $i\neq c$, normal ordering reads $E_{bi}E_{cj}=a_b^*a_c^*a_ja_i$, so a double is a product of two singles. This is a second use of disjointness, `k0` in the proof. Then `hT` places $T_1+T_2$ in the algebra for any amplitudes, and `cluster_commute` states that two such operators, built on the same finite sets `occ` and `virt`, commute. The orbital set itself may be infinite. The theorem says nothing about de-excitations $T^*$ or commutators with a Hamiltonian. If amplitudes $t,u$ commuted with the operators but not with each other, one would get $[tE_{bi},uE_{cj}]=[t,u]\,E_{bi}E_{cj}$, which need not vanish when $b\neq c$ and $i\neq j$.

```lean
/-- For disjoint occupied and virtual sets, two cluster operators `T1 + T2` with arbitrary
amplitudes commute. -/
theorem cluster_commute {K : Type*} [CommRing K] [Algebra K R] {a : ι → R}
    (h : IsCAR a) {occ virt : Finset ι} (hd : Disjoint occ virt)
    (t₁ u₁ : ι → ι → K) (t₂ u₂ : ι → ι → ι → ι → K) :
    Commute (cluster a occ virt t₁ t₂) (cluster a occ virt u₁ u₂) := by
  have hE : ∀ b ∈ virt, ∀ i ∈ occ,
      E a b i ∈ excitationAlgebra K a (occ : Set ι) (virt : Set ι) := by
    intro b hb i hi
    unfold excitationAlgebra
    apply Algebra.subset_adjoin
    exact ⟨b, Finset.mem_coe.2 hb, i, Finset.mem_coe.2 hi, rfl⟩
  have hT : ∀ (s₁ : ι → ι → K) (s₂ : ι → ι → ι → ι → K),
      cluster a occ virt s₁ s₂ ∈ excitationAlgebra K a (occ : Set ι) (virt : Set ι) := by
    intro s₁ s₂
    unfold cluster singles doubles
    refine add_mem ?_ ?_
    · exact sum_mem fun b hb => sum_mem fun i hi =>
        Subalgebra.smul_mem _ (hE b hb i hi) _
    · refine sum_mem fun b hb => sum_mem fun c hc => sum_mem fun i hi =>
        sum_mem fun j hj => Subalgebra.smul_mem _ ?_ _
      -- a double excitation is a product of two singles
      have hic : i ≠ c := by
        intro e
        subst e
        exact Finset.disjoint_left.1 hd hi hc
      have k0 : kron R i c = 0 := by
        unfold kron
        exact if_neg hic
      have h1 := E_mul_E h b i c j
      rw [k0, zero_mul, zero_add] at h1
      rw [← h1]
      exact mul_mem (hE b hb i hi) (hE c hc j hj)
  exact excitationAlgebra_commute h (Finset.disjoint_coe.2 hd) (hT t₁ t₂) (hT u₁ u₂)
```

## A nonzero model

The zero ring satisfies `IsCAR` trivially. `car_witness` supplies a model with content: the $4\times4$ integer matrices `jw`, whose `star` is the transpose, in the occupation basis $00,01,10,11$. The entry $-1$ is the sign for removing the second electron past the first. The theorem states both relations, $E_{10}\neq0$ and $[E_{10},E_{01}]\neq0$, each evaluated by `decide +kernel`.

```lean
/-- The two-orbital Jordan-Wigner matrices obey the anticommutation relations, `a_1* a_0`
is nonzero, and its commutator with `a_0* a_1` is nonzero. -/
theorem car_witness :
    IsCAR jw ∧ E jw 1 0 ≠ 0 ∧ bracket (E jw 1 0) (E jw 0 1) ≠ 0 := by
  refine ⟨⟨?_, ?_⟩, ?_, ?_⟩
  -- each claim is a finite computation with integer matrices
  · decide +kernel
  · decide +kernel
  · decide +kernel
  · decide +kernel

end

end ExcitationAlgebra
```

```lean
#print axioms ExcitationAlgebra.bracket_oneBody
-- 'ExcitationAlgebra.bracket_oneBody' depends on axioms: [propext, Classical.choice, Quot.sound]
#print axioms ExcitationAlgebra.cluster_commute
-- 'ExcitationAlgebra.cluster_commute' depends on axioms: [propext, Classical.choice, Quot.sound]
```
